# An impurity Majorana conserved at the Toulouse point, and lost to asymmetry or a local field

For fermion modes $d$, $f$ and $c_k$, the operator $b=i(d-d^*)$ is self-adjoint, squares to one and commutes with

$$H_T=\sum_k e_k c_k^*c_k+\sum_k V_k(c_k^*-c_k)(d+d^*).$$

Adding $g(f+f^*)(d^*-d)+h\,d^*d$, with $g,h$ real, preserves this conservation law exactly when $g=h=0$. Here $h$ is a local field on the impurity, and the coupling $g$ to an extra mode $f$ is a simplified stand-in for channel asymmetry. In this quadratic model with finitely many bath modes, the result identifies the impurity Majorana that decouples at the two-channel Kondo Toulouse point. The Hamiltonian is the starting point here; it is not derived from the Kondo spin model.

## Modes and Hamiltonian

```lean
import Mathlib

open Matrix
open scoped Kronecker

noncomputable section

namespace TwoChannelKondo
```

This loads Mathlib and the notation for adjoints and Kronecker products.

```lean
/-- Labels of the fermion modes: the impurity mode `d`, a side mode `f`, and bath modes `c_k`. -/
inductive Mode (κ : Type*) where
  | imp : Mode κ
  | side : Mode κ
  | bath (k : κ) : Mode κ
```

The type `κ` labels the bath modes. For a family `ψ`, `ψ .imp` is $d$, `ψ .side` is $f$ and `ψ (.bath k)` is $c_k$.

```lean
/-- The canonical anticommutation relations for a family of annihilation operators. -/
structure IsCAR {ι A : Type*} [Ring A] [StarRing A] (ψ : ι → A) : Prop where
  anti : ∀ i j, ψ i * ψ j + ψ j * ψ i = 0
  same : ∀ i, ψ i * star (ψ i) + star (ψ i) * ψ i = 1
  mixed : ∀ i j, i ≠ j → ψ i * star (ψ j) + star (ψ j) * ψ i = 0
```

With $\{x,y\}=xy+yx$, the fields say $\{\psi_i,\psi_j\}=0$, $\{\psi_i,\psi_i^*\}=1$, and $\{\psi_i,\psi_j^*\}=0$ for $i\ne j$. `star` is the adjoint.

```lean
variable {ι κ A : Type*} [Fintype κ] [Ring A] [StarRing A] [Algebra ℂ A]

/-- The impurity Majorana operator `b = i (d - d*)`. -/
def majoranaB (ψ : Mode κ → A) : A := Complex.I • (ψ .imp - star (ψ .imp))
```

`A` is a complex algebra with an adjoint, `Fintype κ` makes the bath finite, and `•` multiplies by a scalar.

```lean
/-- The Toulouse-point Hamiltonian `∑ e_k c_k* c_k + ∑ V_k (c_k* - c_k)(d + d*)`. -/
def toulouseH (ψ : Mode κ → A) (e V : κ → ℝ) : A :=
  ∑ k, ((e k : ℂ) • (star (ψ (.bath k)) * ψ (.bath k)) +
    (V k : ℂ) • ((star (ψ (.bath k)) - ψ (.bath k)) * (ψ .imp + star (ψ .imp))))
```

This is $H_T$, with real level energies $e_k$ and hybridisation amplitudes $V_k$.

```lean
/-- The asymmetry term `(f + f*)(d* - d)`. -/
def asymmetry (ψ : Mode κ → A) : A :=
  (ψ .side + star (ψ .side)) * (star (ψ .imp) - ψ .imp)
```

This term is a simplified stand-in for channel asymmetry: it couples $b$ to one further mode $f$, which has no dynamics of its own. In the Toulouse form of the two-channel Kondo model, unequal transverse exchange in the two channels couples $b$ to the bath itself, through terms $(c_k+c_k^*)(d^*-d)$. These do not commute with $b$ either: the commutator is $2i(c_k+c_k^*)$, by the same calculation as for $f$ below.

```lean
/-- The Toulouse-point Hamiltonian with an asymmetry `g` and a local field `h` coupled
to `d* d`. -/
def kondoH (ψ : Mode κ → A) (e V : κ → ℝ) (g h : ℝ) : A :=
  toulouseH ψ e V + (g : ℂ) • asymmetry ψ + (h : ℂ) • (star (ψ .imp) * ψ .imp)
```

The full Hamiltonian $H$ adds the asymmetry with strength $g$ and a local field $h$ acting on the impurity occupation. In the Kondo model $d^*d-\tfrac12$ represents the impurity spin component $S_z$, so $h\,d^*d$ is a magnetic field term on the impurity, up to a constant.

## Algebra of the modes

```lean
omit [Algebra ℂ A] in
/-- Creation operators anticommute with each other. -/
theorem IsCAR.star_anti {ψ : ι → A} (H : IsCAR ψ) (i j : ι) :
    star (ψ i) * star (ψ j) + star (ψ j) * star (ψ i) = 0 := by
  simpa only [star_add, star_mul, star_zero] using congrArg star (H.anti j i)
```

Taking the adjoint of $\{\psi_j,\psi_i\}=0$ gives $\{\psi_i^*,\psi_j^*\}=0$.

```lean
/-- Pauli principle: a mode can be neither emptied twice nor filled twice. -/
theorem IsCAR.pauli {ψ : ι → A} (H : IsCAR ψ) (i : ι) :
    ψ i * ψ i = 0 ∧ star (ψ i) * star (ψ i) = 0 := by
  have half : ∀ x : A, x + x = 0 → x = 0 := fun x hx => by
    calc x = (1 / 2 : ℂ) • (x + x) := by module
      _ = 0 := by rw [hx, smul_zero]
  exact ⟨half _ (H.anti i i), half _ (H.star_anti i i)⟩
```

Setting $i=j$ gives $2\psi_i^2=0$. Halving, which complex scalars allow, gives $\psi_i^2=0$, and likewise for the adjoint.

```lean
omit [Fintype κ] in
/-- The operator `b` is self-adjoint and squares to one. -/
theorem majoranaB_selfAdjoint_sq [StarModule ℂ A] {ψ : Mode κ → A} (H : IsCAR ψ) :
    IsSelfAdjoint (majoranaB ψ) ∧ majoranaB ψ * majoranaB ψ = 1 := by
  constructor
  · change star (majoranaB ψ) = majoranaB ψ
    rw [majoranaB, star_smul, star_sub, star_star, Complex.star_def, Complex.conj_I]
    module
  · obtain ⟨h1, h2⟩ := H.pauli .imp
    have hx : (ψ .imp - star (ψ .imp)) * (ψ .imp - star (ψ .imp)) = -1 := by
      linear_combination (norm := noncomm_ring) h1 + h2 - H.same .imp
    rw [majoranaB, smul_mul_assoc, mul_smul_comm, hx, smul_smul, Complex.I_mul_I]
    simp
```

Write $x=d-d^*$, so $b=ix$. Then $b^*=-i(d^*-d)=b$. Also $x^2=d^2+d^{*2}-\{d,d^*\}=-1$, hence $b^2=1$. `StarModule` says that the adjoint conjugates scalars.

```lean
/-- The Hamiltonian with asymmetry and local field is self-adjoint. -/
theorem kondoH_isSelfAdjoint [StarModule ℂ A] {ψ : Mode κ → A} (H : IsCAR ψ)
    (e V : κ → ℝ) (g h : ℝ) : IsSelfAdjoint (kondoH ψ e V g h) := by
  have real : ∀ r : ℝ, IsSelfAdjoint (r : ℂ) := fun r => Complex.conj_ofReal r
  have hT : IsSelfAdjoint (toulouseH ψ e V) := by
    change star (toulouseH ψ e V) = toulouseH ψ e V
    rw [toulouseH, star_sum]
    refine Finset.sum_congr rfl fun k _ => ?_
    have hyb : IsSelfAdjoint
        ((star (ψ (.bath k)) - ψ (.bath k)) * (ψ .imp + star (ψ .imp))) := by
      change star _ = _
      simp only [star_mul, star_sub, star_add, star_star]
      linear_combination (norm := noncomm_ring) H.anti (.bath k) .imp +
        H.mixed (.bath k) .imp (by simp) - H.mixed .imp (.bath k) (by simp) -
        H.star_anti (.bath k) .imp
    exact (((real (e k)).smul (IsSelfAdjoint.star_mul_self _)).add
      ((real (V k)).smul hyb)).star_eq
  have hA : IsSelfAdjoint (asymmetry ψ) := by
    change star (asymmetry ψ) = asymmetry ψ
    simp only [asymmetry, star_mul, star_sub, star_add, star_star]
    linear_combination (norm := noncomm_ring) H.anti .side .imp +
      H.mixed .imp .side (by simp) - H.star_anti .side .imp - H.mixed .side .imp (by simp)
  exact (hT.add ((real g).smul hA)).add ((real h).smul (IsSelfAdjoint.star_mul_self _))
```

Let $a=d+d^*$, $q_k=c_k^*-c_k$ and $F=f+f^*$. Since $q_k^*=-q_k$ and $\{q_k,a\}=0$, we get $(q_ka)^*=-aq_k=q_ka$. The asymmetry is $-Fx$, and $(-Fx)^*=xF=-Fx$. The remaining terms are real multiples of $\psi^*\psi$.

## What commutes with b

```lean
/-- At the Toulouse point the Majorana operator `b` commutes with the Hamiltonian. -/
theorem toulouseH_commute_majoranaB {ψ : Mode κ → A} (H : IsCAR ψ) (e V : κ → ℝ) :
    Commute (toulouseH ψ e V) (majoranaB ψ) := by
  -- a product of two operators that anticommute with `x` commutes with `x`
  have even : ∀ u v x : A, u * x + x * u = 0 → v * x + x * v = 0 → Commute (u * v) x := by
    intro u v x hu hv
    change u * v * x = x * (u * v)
    linear_combination (norm := noncomm_ring) u * hv - hu * v
  refine Commute.smul_right (Commute.sum_left _ _ _ fun k _ => ?_) _
  have h1 : ψ (.bath k) * (ψ .imp - star (ψ .imp)) +
      (ψ .imp - star (ψ .imp)) * ψ (.bath k) = 0 := by
    linear_combination (norm := noncomm_ring)
      H.anti (.bath k) .imp - H.mixed (.bath k) .imp (by simp)
  have h2 : star (ψ (.bath k)) * (ψ .imp - star (ψ .imp)) +
      (ψ .imp - star (ψ .imp)) * star (ψ (.bath k)) = 0 := by
    linear_combination (norm := noncomm_ring)
      H.mixed .imp (.bath k) (by simp) - H.star_anti (.bath k) .imp
  refine ((even _ _ _ h2 h1).smul_left _).add_left ((even _ _ _ ?_ ?_).smul_left _)
  · linear_combination (norm := noncomm_ring) h2 - h1
  · linear_combination (norm := noncomm_ring) H.anti .imp .imp - H.star_anti .imp .imp
```

`Commute` means $uv=vu$. The proof turns on the identity

$$uvx-xuv=u\{v,x\}-\{u,x\}v.$$

Both $c_k$ and $c_k^*$ anticommute with $x$, and $\{a,x\}=2d^2-2d^{*2}=0$. So $c_k^*c_k$ and $q_ka$ commute with $x$, and hence with $b$.

In Lean the identity is `linear_combination (norm := noncomm_ring) u * hv - hu * v`. We supply the hypotheses with their left and right multipliers; `noncomm_ring` expands the difference and checks that it vanishes without reordering any product. Most of the operator identities in the file are proved this way.

```lean
omit [Fintype κ] in
/-- The commutator of the asymmetry term with `b` is `2i (f + f*)`, which is nonzero. -/
theorem asymmetry_commutator [Nontrivial A] {ψ : Mode κ → A} (H : IsCAR ψ) :
    asymmetry ψ * majoranaB ψ - majoranaB ψ * asymmetry ψ =
      (2 * Complex.I) • (ψ .side + star (ψ .side)) ∧
    (2 * Complex.I) • (ψ .side + star (ψ .side)) ≠ 0 := by
  constructor
  · obtain ⟨h1, h2⟩ := H.pauli .imp
    have hx : (ψ .imp - star (ψ .imp)) * (ψ .imp - star (ψ .imp)) = -1 := by
      linear_combination (norm := noncomm_ring) h1 + h2 - H.same .imp
    have hF : (ψ .side + star (ψ .side)) * (ψ .imp - star (ψ .imp)) +
        (ψ .imp - star (ψ .imp)) * (ψ .side + star (ψ .side)) = 0 := by
      linear_combination (norm := noncomm_ring) H.anti .side .imp -
        H.mixed .side .imp (by simp) + H.mixed .imp .side (by simp) - H.star_anti .side .imp
    have key : asymmetry ψ * (ψ .imp - star (ψ .imp)) -
        (ψ .imp - star (ψ .imp)) * asymmetry ψ =
        (ψ .side + star (ψ .side)) + (ψ .side + star (ψ .side)) := by
      unfold asymmetry
      linear_combination (norm := noncomm_ring)
        hF * (ψ .imp - star (ψ .imp)) - 2 * (ψ .side + star (ψ .side)) * hx
    rw [majoranaB, mul_smul_comm, smul_mul_assoc, ← smul_sub, key]
    module
  · intro h0
    have hF := (smul_eq_zero.mp h0).resolve_left (by simp)
    have e : (ψ .side + star (ψ .side)) * ψ .side +
        ψ .side * (ψ .side + star (ψ .side)) = 1 := by
      linear_combination (norm := noncomm_ring) H.anti .side .side + H.same .side
    rw [hF] at e
    simp at e
```

Since $\{F,x\}=0$,

$$[-Fx,x]=-Fx^2+xFx=-2Fx^2=2F,$$

so the commutator with $b$ is $2iF$. It is nonzero because $\{F,f\}=2f^2+\{f,f^*\}=1$, and `Nontrivial A` means $1\neq0$.

```lean
/-- The commutator of the full Hamiltonian with `b` is `2ig (f + f*) - ih (d + d*)`. -/
theorem kondoH_commutator [Nontrivial A] {ψ : Mode κ → A} (H : IsCAR ψ)
    (e V : κ → ℝ) (g h : ℝ) :
    kondoH ψ e V g h * majoranaB ψ - majoranaB ψ * kondoH ψ e V g h =
      (2 * g * Complex.I) • (ψ .side + star (ψ .side)) -
        (h * Complex.I) • (ψ .imp + star (ψ .imp)) := by
  obtain ⟨h1, h2⟩ := H.pauli .imp
  have hx : star (ψ .imp) * ψ .imp * (ψ .imp - star (ψ .imp)) -
      (ψ .imp - star (ψ .imp)) * (star (ψ .imp) * ψ .imp) = -(ψ .imp + star (ψ .imp)) := by
    linear_combination (norm := noncomm_ring) 2 * star (ψ .imp) * h1 + 2 * h2 * ψ .imp -
      star (ψ .imp) * H.same .imp - H.same .imp * ψ .imp
  have hN : star (ψ .imp) * ψ .imp * majoranaB ψ - majoranaB ψ * (star (ψ .imp) * ψ .imp) =
      Complex.I • (-(ψ .imp + star (ψ .imp))) := by
    rw [majoranaB, mul_smul_comm, smul_mul_assoc, ← smul_sub, hx]
  have hT := (toulouseH_commute_majoranaB H e V).eq
  have hA := (asymmetry_commutator H).1
  simp only [kondoH, add_mul, mul_add, smul_mul_assoc, mul_smul_comm]
  linear_combination (norm := module) hT + (g : ℂ) • hA + (h : ℂ) • hN
```

From $[d^*d,d]=-d$ and $[d^*d,d^*]=d^*$ follows $[d^*d,b]=-ia$. The $H_T$ part drops out, leaving $[H,b]=2igF-iha$.

```lean
/-- The Majorana operator `b` is conserved exactly when both the asymmetry and the local
field vanish. -/
theorem majoranaB_conserved_iff [Nontrivial A] {ψ : Mode κ → A} (H : IsCAR ψ)
    (e V : κ → ℝ) (g h : ℝ) :
    Commute (kondoH ψ e V g h) (majoranaB ψ) ↔ g = 0 ∧ h = 0 := by
  -- anticommuting with a suitable mode `y` isolates one coefficient
  have coef : ∀ (p q : ℂ) (P Q y : A), P * y + y * P = 1 → Q * y + y * Q = 0 →
      p • P + q • Q = 0 → p = 0 := by
    intro p q P Q y hP hQ h0
    have e1 : (p • P + q • Q) * y + y * (p • P + q • Q) =
        p • (P * y + y * P) + q • (Q * y + y * Q) := by
      simp only [add_mul, mul_add, smul_mul_assoc, mul_smul_comm]
      module
    rw [h0, hP, hQ, zero_mul, mul_zero, add_zero, smul_zero, add_zero] at e1
    exact (smul_eq_zero.mp e1.symm).resolve_right one_ne_zero
  have one : ∀ i, (ψ i + star (ψ i)) * ψ i + ψ i * (ψ i + star (ψ i)) = 1 := fun i => by
    linear_combination (norm := noncomm_ring) H.anti i i + H.same i
  have zero : ∀ i j, j ≠ i →
      (ψ i + star (ψ i)) * ψ j + ψ j * (ψ i + star (ψ i)) = 0 := fun i j hij => by
    linear_combination (norm := noncomm_ring) H.anti i j + H.mixed j i hij
  have hK := kondoH_commutator H e V g h
  constructor
  · intro hc
    rw [hc.eq, sub_self, sub_eq_add_neg, ← neg_smul] at hK
    have hg := coef _ _ _ _ _ (one .side) (zero .imp .side (by simp)) hK.symm
    rw [add_comm] at hK
    have hh := coef _ _ _ _ _ (one .imp) (zero .side .imp (by simp)) hK.symm
    exact ⟨by simpa using hg, by simpa using hh⟩
  · rintro ⟨rfl, rfl⟩
    exact sub_eq_zero.mp (hK.trans (by simp))
```

If this vanishes, anticommute it with $f$: $\{F,f\}=1$ and $\{a,f\}=0$ give $2ig=0$. Anticommuting with $d$ gives $-ih=0$. The helper `coef` performs this extraction. The converse is substitution.

```lean
/-- The partner Majorana operator `d + d*` commutes with the Toulouse-point Hamiltonian
only when every hybridisation amplitude vanishes, and then it does. -/
theorem partner_conserved_iff [Nontrivial A] {ψ : Mode κ → A} (H : IsCAR ψ) (e V : κ → ℝ) :
    Commute (toulouseH ψ e V) (ψ .imp + star (ψ .imp)) ↔ ∀ k, V k = 0 := by
  obtain ⟨h1, h2⟩ := H.pauli .imp
  have ha : (ψ .imp + star (ψ .imp)) * (ψ .imp + star (ψ .imp)) = 1 := by
    linear_combination (norm := noncomm_ring) h1 + h2 + H.same .imp
  have step : ∀ (r s : ℂ) (c c' y : A), c * y + y * c = 0 → c' * y + y * c' = 0 →
      y * y = 1 → (r • (c' * c) + s • ((c' - c) * y)) * y -
        y * (r • (c' * c) + s • ((c' - c) * y)) = (2 * s) • (c' - c) := by
    intro r s c c' y hc hc' hy
    have hN : c' * c * y - y * (c' * c) = 0 := by
      linear_combination (norm := noncomm_ring) c' * hc - hc' * c
    have hP : (c' - c) * y * y - y * ((c' - c) * y) = (c' - c) + (c' - c) := by
      linear_combination (norm := noncomm_ring) 2 * (c' - c) * hy - (hc' - hc) * y
    generalize (c' - c) * y = P at hP ⊢
    simp only [add_mul, mul_add, smul_mul_assoc, mul_smul_comm]
    linear_combination (norm := module) r • hN + s • hP
  have hK : toulouseH ψ e V * (ψ .imp + star (ψ .imp)) -
      (ψ .imp + star (ψ .imp)) * toulouseH ψ e V =
      ∑ k, (2 * (V k : ℂ)) • (star (ψ (.bath k)) - ψ (.bath k)) := by
    rw [toulouseH, Finset.sum_mul, Finset.mul_sum, ← Finset.sum_sub_distrib]
    refine Finset.sum_congr rfl fun k _ => step _ _ _ _ _ ?_ ?_ ha
    · linear_combination (norm := noncomm_ring)
        H.anti (.bath k) .imp + H.mixed (.bath k) .imp (by simp)
    · linear_combination (norm := noncomm_ring)
        H.mixed .imp (.bath k) (by simp) + H.star_anti (.bath k) .imp
  constructor
  · intro hc j
    rw [hc.eq, sub_self] at hK
    -- anticommuting with `c_j` leaves only the amplitude `V_j`
    have e1 : (∑ k, (2 * (V k : ℂ)) • (star (ψ (.bath k)) - ψ (.bath k))) * ψ (.bath j) +
        ψ (.bath j) * (∑ k, (2 * (V k : ℂ)) • (star (ψ (.bath k)) - ψ (.bath k))) =
        (2 * (V j : ℂ)) • (1 : A) := by
      rw [Finset.sum_mul, Finset.mul_sum, ← Finset.sum_add_distrib,
        Finset.sum_eq_single j]
      · rw [smul_mul_assoc, mul_smul_comm, ← smul_add]
        congr 1
        linear_combination (norm := noncomm_ring) H.same (.bath j) - H.anti (.bath j) (.bath j)
      · intro k _ hk
        have h0 : (star (ψ (.bath k)) - ψ (.bath k)) * ψ (.bath j) +
            ψ (.bath j) * (star (ψ (.bath k)) - ψ (.bath k)) = 0 := by
          linear_combination (norm := noncomm_ring)
            H.mixed (.bath j) (.bath k) (fun h => hk (Mode.bath.inj h).symm) -
              H.anti (.bath j) (.bath k)
        rw [smul_mul_assoc, mul_smul_comm, ← smul_add, h0, smul_zero]
      · intro hj
        exact absurd (Finset.mem_univ j) hj
    rw [← hK, zero_mul, mul_zero, add_zero] at e1
    simpa using (smul_eq_zero.mp e1.symm).resolve_right one_ne_zero
  · intro hV
    exact sub_eq_zero.mp (hK.trans (by simp [hV]))
```

For the partner $a$, $a^2=1$ and $[c_k^*c_k,a]=0$, while $[q_ka,a]=q_ka^2-aq_ka=2q_k$. Thus $[H_T,a]=\sum_k2V_kq_k$. Since $\{q_k,c_j\}=\delta_{kj}$, anticommuting with $c_j$ isolates $2V_j$. So $a$ is conserved exactly when every $V_k$ is zero.

## Three-qubit matrices

```lean
/-- The lowering matrix of one qubit. -/
def lower : Matrix (Fin 2) (Fin 2) ℂ := !![0, 1; 0, 0]
```

This matrix empties an occupied level; the second basis vector is the occupied one.

```lean
/-- The sign matrix `diag(1, -1)` of one qubit. -/
def sgn : Matrix (Fin 2) (Fin 2) ℂ := !![1, 0; 0, -1]
```

This is the fermion parity of one level.

```lean
/-- Jordan–Wigner matrices on three qubits for `d`, `f` and a single bath mode. -/
def jordanWigner : Mode Unit → Matrix (Fin 2 × Fin 2 × Fin 2) (Fin 2 × Fin 2 × Fin 2) ℂ
  | .imp => lower ⊗ₖ ((1 : Matrix (Fin 2) (Fin 2) ℂ) ⊗ₖ (1 : Matrix (Fin 2) (Fin 2) ℂ))
  | .side => sgn ⊗ₖ (lower ⊗ₖ (1 : Matrix (Fin 2) (Fin 2) ℂ))
  | .bath _ => sgn ⊗ₖ (sgn ⊗ₖ lower)
```

Each mode carries the parities of the modes before it.

```lean
/-- The three-qubit Jordan–Wigner matrices obey the canonical anticommutation relations. -/
theorem jordanWigner_witness : IsCAR jordanWigner := by
  have nk : ∀ (p : Type) (M : Matrix (Fin 2) (Fin 2) ℂ) (N : Matrix p p ℂ),
      (-M) ⊗ₖ N = -(M ⊗ₖ N) := fun p M N => by
    ext i j; simp [Matrix.kroneckerMap_apply]
  have kn : ∀ (p : Type) (M : Matrix (Fin 2) (Fin 2) ℂ) (N : Matrix p p ℂ),
      M ⊗ₖ (-N) = -(M ⊗ₖ N) := fun p M N => by
    ext i j; simp [Matrix.kroneckerMap_apply]
  -- multiplication table of one qubit
  have t1 : lower * lower = 0 := by
    ext i j; fin_cases i <;> fin_cases j <;> simp [lower, Matrix.mul_apply]
  have t2 : lower * sgn = -lower := by
    ext i j; fin_cases i <;> fin_cases j <;> simp [lower, sgn, Matrix.mul_apply]
  have t3 : sgn * lower = lower := by
    ext i j; fin_cases i <;> fin_cases j <;> simp [lower, sgn, Matrix.mul_apply]
  have t4 : sgn * sgn = 1 := by
    ext i j; fin_cases i <;> fin_cases j <;> simp [sgn, Matrix.mul_apply]
  have t5 : sgnᴴ = sgn := by
    ext i j; fin_cases i <;> fin_cases j <;> simp [sgn]
  have t6 : lowerᴴ * sgn = lowerᴴ := by
    rw [← t5, ← conjTranspose_mul, t3]
  have t7 : sgn * lowerᴴ = -lowerᴴ := by
    rw [← t5, ← conjTranspose_mul, t2, conjTranspose_neg]
  have t8 : lower * lowerᴴ = 1 + -(lowerᴴ * lower) := by
    ext i j; fin_cases i <;> fin_cases j <;> simp [lower, Matrix.mul_apply]
  refine ⟨fun i j => ?_, fun i => ?_, fun i j hij => ?_⟩
  · rcases i with _ | _ | ⟨⟨⟩⟩ <;> rcases j with _ | _ | ⟨⟨⟩⟩ <;>
      simp [jordanWigner, ← mul_kronecker_mul, nk, kn, t1, t2, t3, t4]
  · rcases i with _ | _ | ⟨⟨⟩⟩ <;>
      simp [jordanWigner, star_eq_conjTranspose, conjTranspose_kronecker,
        ← mul_kronecker_mul, add_kronecker, kronecker_add, nk, kn, t4, t5, t8]
  · rcases i with _ | _ | ⟨⟨⟩⟩ <;> rcases j with _ | _ | ⟨⟨⟩⟩ <;>
      simp [jordanWigner, star_eq_conjTranspose, conjTranspose_kronecker,
        ← mul_kronecker_mul, nk, kn, t2, t3, t4, t5, t6, t7] at hij ⊢

end TwoChannelKondo
```

`sgn` anticommutes with `lower`, which supplies the signs between different modes. The proof tabulates the one-qubit products and checks every pair, so the relations are realised in a nontrivial algebra with one bath mode.

For a numerical case take $g=0$, $h=3$. On the first qubit,

$$b=\begin{pmatrix}0&i\\-i&0\end{pmatrix},\quad d^*d=\begin{pmatrix}0&0\\0&1\end{pmatrix},\quad [3d^*d,b]=\begin{pmatrix}0&-3i\\-3i&0\end{pmatrix}=-3i(d+d^*),$$

as the general formula gives, whatever $e$ and $V$ are.

```lean
#print axioms TwoChannelKondo.majoranaB_selfAdjoint_sq
#print axioms TwoChannelKondo.kondoH_isSelfAdjoint
#print axioms TwoChannelKondo.majoranaB_conserved_iff
#print axioms TwoChannelKondo.partner_conserved_iff
```

```
'TwoChannelKondo.majoranaB_selfAdjoint_sq' depends on axioms: [propext, Classical.choice, Quot.sound]
'TwoChannelKondo.kondoH_isSelfAdjoint' depends on axioms: [propext, Classical.choice, Quot.sound]
'TwoChannelKondo.majoranaB_conserved_iff' depends on axioms: [propext, Classical.choice, Quot.sound]
'TwoChannelKondo.partner_conserved_iff' depends on axioms: [propext, Classical.choice, Quot.sound]
```
